# A rising arctangent edge with the same centre and width shifts a Lorentzian white line's peak upward or removes it

Let \(x\) be the photon energy measured from the common centre of a white line and an absorption edge, and let \(g>0\) be their common half width. With white-line height \(A>0\) and edge prefactor \(B>0\), the spectrum is

\[
f(x)=\frac{A g^2}{x^2+g^2}+B\arctan\frac{x}{g}.
\]

```lean
import Mathlib

open Set Filter Topology

namespace WhiteLineOnEdge

noncomputable section

/-- Lorentzian white line of height `A` and half width `g`, centred at zero energy;
the domain is `g ≠ 0`. -/
def whiteLine (A g x : ℝ) : ℝ := A * g ^ 2 / (x ^ 2 + g ^ 2)

/-- Arctangent edge step with prefactor `B` and width `g`, centred at zero energy;
the domain is `g ≠ 0`. -/
def edgeStep (B g x : ℝ) : ℝ := B * Real.arctan (x / g)

/-- The absorption spectrum: white line plus edge step, for `g ≠ 0`. -/
def spectrum (A B g x : ℝ) : ℝ := whiteLine A g x + edgeStep B g x

/-- The candidate energy of the apparent peak, for `B ≠ 0` and `B ^ 2 ≤ A ^ 2`. -/
def peak (A B g : ℝ) : ℝ := g * (A - √(A ^ 2 - B ^ 2)) / B

variable {A B g x : ℝ}

/-- The slope of the spectrum at energy `x`, for a positive width. -/
theorem hasDerivAt_spectrum (A B : ℝ) (hg : 0 < g) (x : ℝ) :
    HasDerivAt (spectrum A B g)
      (g * (B * (x ^ 2 + g ^ 2) - 2 * A * g * x) / (x ^ 2 + g ^ 2) ^ 2) x := by
  have hp : x ^ 2 + g ^ 2 ≠ 0 := by positivity
  have hg' : g ≠ 0 := hg.ne'
  have h1 : HasDerivAt (fun y : ℝ => y ^ 2 + g ^ 2) (2 * x) x :=
    ((hasDerivAt_pow 2 x).add_const (g ^ 2)).congr_deriv (by norm_num)
  have h2 : HasDerivAt (fun y : ℝ => A * g ^ 2 / (y ^ 2 + g ^ 2))
      ((0 * (x ^ 2 + g ^ 2) - A * g ^ 2 * (2 * x)) / (x ^ 2 + g ^ 2) ^ 2) x :=
    (hasDerivAt_const x (A * g ^ 2)).fun_div h1 hp
  have h3 : HasDerivAt (fun y : ℝ => y / g) (1 / g) x := (hasDerivAt_id' x).div_const g
  have h4 : HasDerivAt (fun y : ℝ => B * Real.arctan (y / g))
      (B * (1 / (1 + (x / g) ^ 2) * (1 / g))) x := h3.arctan.const_mul B
  have h5 : 1 + (x / g) ^ 2 = (x ^ 2 + g ^ 2) / g ^ 2 := by field
  refine HasDerivAt.congr_deriv (f := spectrum A B g) (h2.fun_add h4) ?_
  rw [h5]
  field

/-- For a positive width, the slopes of the white line and the edge cancel at a local maximum `x` of
the spectrum, which gives this equation. -/
theorem stationary_of_isLocalMax (hg : 0 < g) (h : IsLocalMax (spectrum A B g) x) :
    B * (x ^ 2 + g ^ 2) = 2 * A * g * x := by
  have h0 := h.hasDerivAt_eq_zero (hasDerivAt_spectrum A B hg x)
  have hp : 0 < x ^ 2 + g ^ 2 := by positivity
  rcases div_eq_zero_iff.1 h0 with h1 | h1
  · rcases mul_eq_zero.1 h1 with h2 | h2
    · exact absurd h2 hg.ne'
    · linarith
  · exact absurd h1 (pow_pos hp 2).ne'

/-- If `x` satisfies the stationarity equation `hs`, then `x` times
`B * (y ^ 2 + g ^ 2) - 2 * A * g * y` factorises for every `y`. -/
theorem slope_factor (hs : B * (x ^ 2 + g ^ 2) = 2 * A * g * x) (y : ℝ) :
    x * (B * (y ^ 2 + g ^ 2) - 2 * A * g * y) = B * (y - x) * (x * y - g ^ 2) := by
  linear_combination y * hs

/-- With a rising edge (`B > 0`) and a positive width, every local maximum lies at an energy below
`g`. -/
theorem lt_width_of_isLocalMax (hB : 0 < B) (hg : 0 < g)
    (h : IsLocalMax (spectrum A B g) x) : x < g := by
  by_contra hlt
  have hx : g ≤ x := not_lt.1 hlt
  have hx0 : 0 < x := hg.trans_le hx
  -- beyond such a stationary point the spectrum would rise strictly
  have hmono : StrictMonoOn (spectrum A B g) (Ici x) := by
    apply strictMonoOn_of_deriv_pos (convex_Ici x)
      (fun y _ => (hasDerivAt_spectrum A B hg y).continuousAt.continuousWithinAt)
    intro y hy
    rw [interior_Ici] at hy
    have hxy : x < y := hy
    rw [(hasDerivAt_spectrum A B hg y).deriv]
    have h1 : g ^ 2 < x * y := by
      nlinarith [mul_pos hx0 (sub_pos.2 hxy), mul_self_le_mul_self hg.le hx]
    have h2 : 0 < x * (B * (y ^ 2 + g ^ 2) - 2 * A * g * y) := by
      rw [slope_factor (stationary_of_isLocalMax hg h) y]
      exact mul_pos (mul_pos hB (sub_pos.2 hxy)) (sub_pos.2 h1)
    exact div_pos (mul_pos hg ((mul_pos_iff_of_pos_left hx0).1 h2)) (by positivity)
  have h1 : ∀ᶠ y in 𝓝[>] x, spectrum A B g y ≤ spectrum A B g x :=
    Filter.Eventually.filter_mono nhdsWithin_le_nhds h
  have h2 : ∀ᶠ y in 𝓝[>] x, x < y := self_mem_nhdsWithin
  obtain ⟨y, hy1, hy2⟩ := (h1.and h2).exists
  exact absurd (hmono (mem_Ici.2 le_rfl) (mem_Ici.2 hy2.le) hy2) (not_lt_of_ge hy1)

/-- For `0 < B < A` and positive width, the energy `peak A B g` lies strictly between the
centre and one half width above it, and the slope vanishes there. -/
theorem peak_spec (hB : 0 < B) (hg : 0 < g) (hAB : B < A) :
    0 < peak A B g ∧ peak A B g < g ∧
      B * (peak A B g ^ 2 + g ^ 2) = 2 * A * g * peak A B g := by
  have hs : √(A ^ 2 - B ^ 2) ^ 2 = A ^ 2 - B ^ 2 := Real.sq_sqrt (by nlinarith)
  have h1 : √(A ^ 2 - B ^ 2) < A := (Real.sqrt_lt' (hB.trans hAB)).2 (by nlinarith)
  have h2 : A - B < √(A ^ 2 - B ^ 2) :=
    (Real.lt_sqrt (by linarith)).2 (by nlinarith [mul_pos hB (sub_pos.2 hAB)])
  have hp : B * peak A B g = g * (A - √(A ^ 2 - B ^ 2)) := by
    unfold peak
    exact mul_div_cancel₀ _ hB.ne'
  refine ⟨div_pos (mul_pos hg (by linarith)) hB, ?_, ?_⟩
  · unfold peak
    rw [div_lt_iff₀ hB]
    exact mul_lt_mul_of_pos_left (by linarith) hg
  · apply mul_left_cancel₀ hB.ne'
    linear_combination (B * peak A B g + g * (A - √(A ^ 2 - B ^ 2)) - 2 * A * g) * hp
      + g ^ 2 * hs

/-- For positive `A`, `B` and `g`, the spectrum has a local maximum at `x` exactly when `A`
exceeds `B` and `x` is the energy `g (A - √(A² - B²)) / B`. -/
theorem isLocalMax_iff (hA : 0 < A) (hB : 0 < B) (hg : 0 < g) :
    IsLocalMax (spectrum A B g) x ↔ B < A ∧ x = g * (A - √(A ^ 2 - B ^ 2)) / B := by
  change _ ↔ B < A ∧ x = peak A B g
  constructor
  · intro h
    have hs := stationary_of_isLocalMax hg h
    have hxg := lt_width_of_isLocalMax hB hg h
    have hx0 : 0 < x := by
      have h1 : 0 < 2 * A * g * x := by rw [← hs]; positivity
      exact (mul_pos_iff_of_pos_left (by positivity)).1 h1
    have hAB : B < A := by
      by_contra hle
      nlinarith [mul_pos hB (pow_pos (sub_pos.2 hxg) 2),
        mul_nonneg (sub_nonneg.2 (not_lt.1 hle)) (mul_pos hg hx0).le]
    obtain ⟨hp0, hpg, hps⟩ := peak_spec hB hg hAB
    -- two stationary points below `g` must coincide
    have h1 : B * (peak A B g - x) * (x * peak A B g - g ^ 2) = 0 := by
      linear_combination x * hps - slope_factor hs (peak A B g)
    have h2 : x * peak A B g < g ^ 2 := by
      nlinarith [mul_lt_mul'' hxg hpg hx0.le hp0.le]
    refine ⟨hAB, ?_⟩
    rcases mul_eq_zero.1 h1 with h3 | h3
    · rcases mul_eq_zero.1 h3 with h4 | h4
      · exact absurd h4 hB.ne'
      · linarith
    · linarith
  · rintro ⟨hAB, rfl⟩
    obtain ⟨hp0, hpg, hps⟩ := peak_spec hB hg hAB
    have key : ∀ y, y < g → 0 < g ^ 2 - peak A B g * y := fun y hy => by
      nlinarith [mul_lt_mul_of_pos_left hy hp0, mul_lt_mul_of_pos_right hpg hg]
    -- the slope changes from positive to negative at the peak
    refine isLocalMax_of_deriv_Ioo (a := peak A B g - 1) (c := g) (by linarith) hpg
      (hasDerivAt_spectrum A B hg _).continuousAt
      (fun y _ => (hasDerivAt_spectrum A B hg y).differentiableAt.differentiableWithinAt)
      (fun y _ => (hasDerivAt_spectrum A B hg y).differentiableAt.differentiableWithinAt)
      (fun y hy => ?_) (fun y hy => ?_)
    · rw [(hasDerivAt_spectrum A B hg y).deriv]
      have hq : 0 ≤ B * (y ^ 2 + g ^ 2) - 2 * A * g * y := by
        by_contra hn
        nlinarith [mul_pos hp0 (neg_pos.2 (not_le.1 hn)), slope_factor hps y,
          mul_pos (mul_pos hB (sub_pos.2 hy.2)) (key y (hy.2.trans hpg))]
      exact div_nonneg (mul_nonneg hg.le hq) (by positivity)
    · rw [(hasDerivAt_spectrum A B hg y).deriv]
      have hq : B * (y ^ 2 + g ^ 2) - 2 * A * g * y ≤ 0 := by
        by_contra hn
        nlinarith [mul_pos hp0 (not_le.1 hn), slope_factor hps y,
          mul_pos (mul_pos hB (sub_pos.2 hy.1)) (key y hy.2)]
      exact div_nonpos_of_nonpos_of_nonneg
        (by nlinarith [mul_nonneg hg.le (neg_nonneg.2 hq)]) (by positivity)

/-- For `0 < B < A` and positive width, the upward shift of the peak lies between
`g B / (2 A)` and twice that value. -/
theorem peak_bounds (hB : 0 < B) (hg : 0 < g) (hAB : B < A) :
    g * B / (2 * A) < peak A B g ∧ peak A B g < g * B / A := by
  obtain ⟨hp0, hpg, hps⟩ := peak_spec hB hg hAB
  have hA : 0 < A := hB.trans hAB
  have hsq : peak A B g ^ 2 < g ^ 2 := by nlinarith
  constructor
  · rw [div_lt_iff₀ (by positivity)]
    refine lt_of_mul_lt_mul_left ?_ hg.le
    nlinarith [mul_pos hB (pow_pos hp0 2)]
  · rw [lt_div_iff₀ hA]
    refine lt_of_mul_lt_mul_left ?_ hg.le
    nlinarith [mul_pos hB (sub_pos.2 hsq)]

/-- For positive `A` and `g`, the position `x` of an observed local maximum determines the
ratio of the edge prefactor to the white-line height. -/
theorem ratio_of_isLocalMax (hA : 0 < A) (hg : 0 < g)
    (h : IsLocalMax (spectrum A B g) x) : B / A = 2 * g * x / (x ^ 2 + g ^ 2) := by
  have hp : x ^ 2 + g ^ 2 ≠ 0 := by positivity
  rw [div_eq_div_iff hA.ne' hp]
  linear_combination stationary_of_isLocalMax hg h

/-- If `0 < A ≤ B` and the width is positive, the spectrum rises strictly at all energies. -/
theorem strictMono_of_le (hA : 0 < A) (hg : 0 < g) (hAB : A ≤ B) :
    StrictMono (spectrum A B g) := by
  have hB : 0 < B := hA.trans_le hAB
  -- the slope is positive everywhere except possibly at `g`
  have hd : ∀ y, y ≠ g → 0 < deriv (spectrum A B g) y := fun y hy => by
    rw [(hasDerivAt_spectrum A B hg y).deriv]
    have hq : 0 < B * (y ^ 2 + g ^ 2) - 2 * A * g * y := by
      rcases le_or_gt y 0 with h | h
      · have h1 : 0 < B * (y ^ 2 + g ^ 2) := by positivity
        nlinarith [mul_nonneg (mul_pos hA hg).le (neg_nonneg.2 h)]
      · have h1 : 0 < (y - g) ^ 2 := sq_pos_of_ne_zero (sub_ne_zero.2 hy)
        nlinarith [mul_pos hB h1, mul_nonneg (sub_nonneg.2 hAB) (mul_pos hg h).le]
    exact div_pos (mul_pos hg hq) (by positivity)
  have hc : ∀ s : Set ℝ, ContinuousOn (spectrum A B g) s := fun s y _ =>
    (hasDerivAt_spectrum A B hg y).continuousAt.continuousWithinAt
  refine StrictMonoOn.Iic_union_Ici (a := g)
    (strictMonoOn_of_deriv_pos (convex_Iic g) (hc _) fun y hy => ?_)
    (strictMonoOn_of_deriv_pos (convex_Ici g) (hc _) fun y hy => ?_)
  · rw [interior_Iic] at hy
    exact hd y (ne_of_lt hy)
  · rw [interior_Ici] at hy
    exact hd y (ne_of_gt hy)

end

end WhiteLineOnEdge
```

```lean
#print axioms WhiteLineOnEdge.isLocalMax_iff
#print axioms WhiteLineOnEdge.peak_bounds
#print axioms WhiteLineOnEdge.ratio_of_isLocalMax
#print axioms WhiteLineOnEdge.strictMono_of_le
```

```
'WhiteLineOnEdge.isLocalMax_iff' depends on axioms: [propext, Classical.choice, Quot.sound]
'WhiteLineOnEdge.peak_bounds' depends on axioms: [propext, Classical.choice, Quot.sound]
'WhiteLineOnEdge.ratio_of_isLocalMax' depends on axioms: [propext, Classical.choice, Quot.sound]
'WhiteLineOnEdge.strictMono_of_le' depends on axioms: [propext, Classical.choice, Quot.sound]
```

## A peak exists exactly when \(A>B\)

The main theorem, `isLocalMax_iff`, says that for positive \(A\), \(B\) and \(g\), a real number \(x\) is a local maximum of \(f\) if and only if

\[
B<A\quad\text{and}\quad x=p,\qquad p=\frac{g\left(A-\sqrt{A^2-B^2}\right)}{B}.
\]

This one equivalence contains three facts. There is a local maximum when \(A>B\), there is none when \(A\le B\), and there is never more than one, because the right-hand side fixes \(x\). The condition `B < A` has to stand beside the formula, which returns an energy even when there is no peak: at \(A=B\) it gives \(g\), and for \(A<B\) it gives \(gA/B\), because Lean's square root of a negative number is zero.

Four further theorems complete the picture:

- `peak_spec` places \(p\) strictly between \(0\) and \(g\) when \(0<B<A\), so the apparent peak lies above the true line centre by less than one half width.
- `peak_bounds` narrows this shift to \(gB/(2A)<p<gB/A\).
- `ratio_of_isLocalMax` recovers the ratio \(B/A=2gx/(x^2+g^2)\) from the position \(x\) of a local maximum.
- `strictMono_of_le` says that for \(0<A\le B\) the spectrum rises strictly at all energies, so the white line leaves no maximum at all.

## What the line and the edge stand for

In the code, `whiteLine A g` is the Lorentzian, `edgeStep B g` is the arctangent, and `spectrum A B g` is their sum as a function of a real energy. The number \(p\) is `peak A B g`. The Lorentzian represents a lifetime-broadened transition from the core level to a localised empty state. The arctangent represents the onset of transitions into a continuum, broadened by a Lorentzian of the same half width.

The edge runs from \(-\pi B/2\) to \(\pi B/2\), so its full height is \(\pi B\), not \(B\). The condition \(A>B\) thus asks the white line to be higher than \(1/\pi\), or about 32 %, of the edge jump. Adding a constant to make the absorption start at zero would not move any maximum.

A peak is expressed by Mathlib's `IsLocalMax`: in some neighbourhood of \(x\), no value of \(f\) exceeds \(f(x)\). This is a local notion, and the absorption far above the edge may well be higher than the peak.

The model has a single line, and line and edge share their centre and width. An edge offset from the line, unequal widths, Gaussian instrumental broadening and fine structure above the edge would each change the condition and the formula. Within this one-line model, the local maximum of an X-ray absorption near-edge spectrum, when there is one, lies above the transition energy of the line by less than one half width. The ratio formula likewise requires that \(g\) and the common centre are already known.

## The slope and a factorisation around a stationary energy

The white line contributes the slope \(-2Ag^2x/(x^2+g^2)^2\), and the edge contributes \(Bg/(x^2+g^2)\). Over a common denominator,

\[
f'(x)=\frac{g\,N(x)}{(x^2+g^2)^2},\qquad N(x)=B(x^2+g^2)-2Agx .
\]

This is `hasDerivAt_spectrum`, which assembles the derivative from Mathlib's rules for quotients and the arctangent; the tactic `field` then brings it to the form above. Only \(N\) can change the sign of the slope. At a local maximum the derivative vanishes, which gives `stationary_of_isLocalMax`:

\[
B(x^2+g^2)=2Agx .
\]

Suppose that \(x\) satisfies this equation, and let \(y\) be any energy. Replacing \(2Agx\) by \(B(x^2+g^2)\) gives

\[
\begin{aligned}
x\,N(y)&=Bx(y^2+g^2)-By(x^2+g^2)\\
&=B(y-x)(xy-g^2).
\end{aligned}
\]

This is `slope_factor`, proved by `linear_combination y * hs`, that is, by adding \(y\) times the stationarity equation. It shows the sign of the slope everywhere once a single stationary energy is known.

## Every local maximum is at \(p\)

Let \(x\) be a local maximum. If \(x\ge g\), then every \(y>x\) satisfies \(xy>g^2\), and the factorisation makes \(N(y)\) positive. The spectrum would rise strictly to the right of \(x\), which a local maximum forbids. Hence \(x<g\). In `lt_width_of_isLocalMax` the rise is the statement `hmono`, and the contradiction comes from a point \(y>x\) close enough to \(x\) for the local maximum to apply.

The stationarity equation has a positive left-hand side, so \(x>0\). Since \(x\ne g\), we also have \(B(x-g)^2>0\), and therefore

\[
2Agx=B(x^2+g^2)>2Bgx .
\]

Dividing by \(2gx\) gives \(A>B\). The first half of `isLocalMax_iff` takes the same steps, with `nlinarith` supplied with the square.

It remains to identify \(x\) with \(p\). Write \(s=\sqrt{A^2-B^2}\). For \(0<B<A\),

\[
(A-B)^2=A^2-B^2-2B(A-B)<s^2<A^2,
\]

so \(A-B<s<A\), and hence \(0<p<g\). From \(Bp-gA=-gs\), squaring gives

\[
B^2p^2-2ABgp+A^2g^2=g^2(A^2-B^2).
\]

Cancelling \(A^2g^2\) and dividing by \(B\) shows that \(B(p^2+g^2)=2Agp\), so \(p\) is stationary. These are the three parts of `peak_spec`.

Now set \(y=p\) in the factorisation around \(x\). Because \(N(p)=0\),

\[
B(p-x)(xp-g^2)=0 .
\]

Both \(x\) and \(p\) lie between \(0\) and \(g\), so \(xp<g^2\) and the last factor is not zero. Therefore \(x=p\).

## The slope changes sign at \(p\)

For the converse, let \(A>B\) and use the factorisation around \(p\):

\[
p\,N(y)=B(y-p)(py-g^2).
\]

If \(y<g\), then \(py<pg<g^2\), so the last factor is negative; this is `key` in the code. The slope is thus positive for \(y<p\) and negative for \(p<y<g\), and \(p\) is a local maximum. Lean applies `isLocalMax_of_deriv_Ioo` to the intervals \((p-1,p)\) and \((p,g)\), for which it is enough that the slope is nonnegative on the first and nonpositive on the second.

The bounds on the shift follow from stationarity written as

\[
p=\frac{B(p^2+g^2)}{2Ag},
\]

together with \(0<p^2<g^2\). Dividing the stationarity equation at a local maximum by \(A(x^2+g^2)\) gives the ratio formula.

## No peak for \(A\le B\)

When \(0<A\le B\), the numerator can be written as

\[
N(y)=B(y-g)^2+2(B-A)gy .
\]

For \(y>0\) this is positive except possibly at \(y=g\). For \(y\le0\), the original form of \(N\) is positive, since \(B(y^2+g^2)>0\) and \(-2Agy\ge0\). `strictMono_of_le` proves strict growth on each side of \(g\) and joins the two half-lines there. At \(A=B\) the slope does vanish at \(g\), but the spectrum still rises through that point.

## An edge with \(A=5\), \(B=4\) and \(g=2\) eV

Here \(\sqrt{A^2-B^2}=3\), so the peak is at

\[
p=\frac{2\,(5-3)}{4}\ \text{eV}=1\ \text{eV}.
\]

The bounds give \(0.8\) eV and \(1.6\) eV, and the ratio formula returns \(2\cdot2\cdot1/(1+4)=4/5=B/A\). With energies in eV, the numerator of the slope is

\[
N(y)=4(y^2+4)-20y=4(y-1)(y-4),
\]

so the spectrum rises up to 1 eV, falls until 4 eV and then rises again. Its value at the peak is \(4+4\arctan(1/2)\approx5.85\), whereas far above the edge it approaches \(2\pi\approx6.28\). The peak in this example is a local maximum but not the highest absorption.
